# Averaging $e^{iE_0t}e^{-iHt}x$ over $[0,T]$ projects $x$ onto the ground level of a finite-dimensional Hermitian $H$ with gap $g$, up to an error of at most $2\|x\|/(gT)$

Let $H$ be a Hermitian matrix with ground energy $E_0$, ground projector $P$, and all other eigenvalues at least $E_0+g$, where $g>0$. If I average $e^{iE_0t}e^{-iHt}x$ over times $0\le t\le T$, the excited components dephase and I should be left with $Px$, up to an error of at most $2\|x\|/(gT)$. Can this be derived with that explicit constant, degenerate levels included, and checked in Lean?

## The error is a boundary term divided by $T$

Yes, and the same bound holds for any isolated level $E$ whose distance from every other eigenvalue is at least $g$. Set $\hbar=1$ and write
$$R_t x=e^{iEt}e^{-iHt}x,\qquad A_Tx=\frac1T\int_0^T R_tx\,dt .$$
Let $P$ be the orthogonal projector onto the eigenspace of $E$, and split $x=Px+y$ with $y=x-Px$.

**The level component.** Since $HPx=E\,Px$, the two phases cancel and $R_tPx=Px$ for all $t$. Hence $A_TPx=Px$, and the error is $A_Tx-Px=A_Ty$.

**Solving $(H-E)z=y$.** Take an orthonormal eigenbasis $b_i$ with $Hb_i=\lambda_ib_i$. As $y$ is orthogonal to the level, its components with $\lambda_i=E$ vanish. Define
$$z=\sum_{\lambda_i\ne E}\frac{\langle b_i,y\rangle}{\lambda_i-E}\,b_i .$$
Then $(H-E)z=y$. Because $|\lambda_i-E|\ge g$ in every term,
$$g^2\|z\|^2\le\sum_{\lambda_i\neq E}|\lambda_i-E|^2\,|\langle b_i,z\rangle|^2=\|y\|^2 .$$

**Integrating.** The propagator commutes with $H$, so the product rule gives
$$\frac{d}{dt}R_tz=iE\,R_tz-iR_tHz=-iR_t(H-E)z=-iR_ty .$$
Thus $R_ty=i\,\frac{d}{dt}R_tz$, and
$$A_Ty=\frac{i}{T}\,(R_Tz-z).$$

**Estimating.** Evolution preserves the norm: for $\psi=e^{-iHt}z$,
$$\frac{d}{dt}\langle\psi,\psi\rangle=i\langle H\psi,\psi\rangle-i\langle\psi,H\psi\rangle=0 .$$
The phase $e^{iET}$ has modulus one, so $\|R_Tz\|=\|z\|$. Pythagoras gives $\|y\|\le\|x\|$. Therefore
$$\|A_Tx-Px\|\le\frac{2\|z\|}{T}\le\frac{2\|y\|}{gT}\le\frac{2\|x\|}{gT}.$$

For the ground level, $\lambda_i\ge E_0+g$ implies $|\lambda_i-E_0|\ge g$, which is the case you asked about.

## Two levels show the constant at work

Let $H$ have eigenvalues $E_0$ and $E_0+g$ with unit eigenvectors $b_0,b_1$, and let $x=\alpha b_0+\beta b_1$. The error is the average of a single rotating phase:
$$\|A_Tx-Px\|=|\beta|\left|\frac{1-e^{-igT}}{igT}\right|=\frac{2|\beta|\,|\sin(gT/2)|}{gT}.$$
It vanishes at $T=2\pi/g$, a full beat period. At $T=\pi/g$ with $\alpha=0$ it equals the bound, which for a unit vector is $2/\pi$.

## The Lean file

```lean
import Mathlib

open Complex

namespace RealTimeFilter

noncomputable section

variable {V : Type*} [NormedAddCommGroup V] [InnerProductSpace ℂ V]

/-- The real-time propagator `exp(-iHt)`. -/
def propagator (H : V →L[ℂ] V) (t : ℝ) : V →L[ℂ] V :=
  NormedSpace.exp ((t : ℂ) • ((-I) • H))

/-- The evolved state in the frame rotating at energy `E`: `exp(iEt) exp(-iHt) x`. -/
def rotatingState (H : V →L[ℂ] V) (E t : ℝ) (x : V) : V :=
  cexp (I * E * t) • propagator H t x

/-- The average of `exp(iEt) exp(-iHt) x` over times `t` in `[0, T]`. -/
def timeAverage (H : V →L[ℂ] V) (E T : ℝ) (x : V) : V :=
  T⁻¹ • ∫ t in (0 : ℝ)..T, rotatingState H E t x

/-- The orthogonal projector onto the eigenspace of `H` at energy `E`. -/
def levelProjector [FiniteDimensional ℂ V] (H : V →L[ℂ] V) (E : ℝ) : V →L[ℂ] V :=
  (Module.End.eigenspace (H : V →ₗ[ℂ] V) (E : ℂ)).starProjection

section Dynamics

variable [CompleteSpace V]

/-- The propagator commutes with the Hamiltonian. -/
theorem propagator_comm (H : V →L[ℂ] V) (t : ℝ) (x : V) :
    propagator H t (H x) = H (propagator H t x) := by
  have h : Commute H (propagator H t) :=
    (((Commute.refl H).smul_right (-I)).smul_right (t : ℂ)).exp_right
  exact (DFunLike.congr_fun h.eq x).symm

/-- The evolved state obeys the Schrödinger equation `dψ/dt = -iHψ`. -/
theorem schrodinger (H : V →L[ℂ] V) (x : V) (t : ℝ) :
    HasDerivAt (fun s : ℝ => propagator H s x) ((-I) • H (propagator H t x)) t := by
  have h : HasDerivAt (fun z : ℂ => NormedSpace.exp (z • ((-I) • H)))
      (NormedSpace.exp ((t : ℂ) • ((-I) • H)) * ((-I) • H)) (t : ℂ) := by
    apply hasDerivAt_exp_smul_const
  have h2 := h.clm_apply (hasDerivAt_const (t : ℂ) x)
  refine (h2.scomp t (Complex.ofRealCLM.hasDerivAt (x := t))).congr_deriv ?_
  change (Complex.ofRealCLM 1) •
    (propagator H t (((-I) • H) x) + propagator H t 0) = _
  rw [← propagator_comm]
  simp

/-- Evolution under a Hermitian Hamiltonian conserves the norm. -/
theorem norm_propagator (H : V →L[ℂ] V) (hH : (H : V →ₗ[ℂ] V).IsSymmetric)
    (t : ℝ) (x : V) : ‖propagator H t x‖ = ‖x‖ := by
  have hd : ∀ s : ℝ, HasDerivAt
      (fun s : ℝ => inner ℂ (propagator H s x) (propagator H s x)) 0 s := by
    intro s
    refine ((schrodinger H x s).inner ℂ (schrodinger H x s)).congr_deriv ?_
    have h : inner ℂ (H (propagator H s x)) (propagator H s x)
        = inner ℂ (propagator H s x) (H (propagator H s x)) := hH _ _
    rw [inner_smul_left, inner_smul_right, h]
    simp
  have key := is_const_of_deriv_eq_zero (fun s => (hd s).differentiableAt)
    (fun s => (hd s).deriv) t 0
  have h0 : propagator H 0 x = x := by simp [propagator]
  rw [h0] at key
  refine (sq_eq_sq₀ (norm_nonneg _) (norm_nonneg _)).1 ?_
  rw [norm_sq_eq_re_inner (𝕜 := ℂ) (propagator H t x),
    norm_sq_eq_re_inner (𝕜 := ℂ) x, key]

/-- In the frame rotating at energy `E`, the state is driven by `H - E`. -/
theorem hasDerivAt_rotatingState (H : V →L[ℂ] V) (E : ℝ) (z : V) (t : ℝ) :
    HasDerivAt (fun s : ℝ => rotatingState H E s z)
      ((-I) • rotatingState H E t (H z - (E : ℂ) • z)) t := by
  have h0 : HasDerivAt (fun s : ℝ => I * E * (s : ℂ)) (I * E) t :=
    ((Complex.ofRealCLM.hasDerivAt (x := t)).const_mul (I * E : ℂ)).congr_deriv (by simp)
  refine (h0.cexp.smul (schrodinger H z t)).congr_deriv ?_
  simp only [rotatingState, map_sub, map_smul, propagator_comm]
  linear_combination (norm := skip) (0 : ℂ) • (rfl : z = z)
  match_scalars <;> ring_nf

/-- The time average of `(H - E)z` is a boundary term divided by `T`. -/
theorem timeAverage_shifted (H : V →L[ℂ] V) (E T : ℝ) (z : V) :
    timeAverage H E T (H z - (E : ℂ) • z) = T⁻¹ • (I • (rotatingState H E T z - z)) := by
  have hF : ∀ t : ℝ, HasDerivAt (fun s : ℝ => I • rotatingState H E s z)
      (rotatingState H E t (H z - (E : ℂ) • z)) t := fun t =>
    ((hasDerivAt_rotatingState H E z t).const_smul I).congr_deriv (by
      rw [smul_smul]; simp)
  have hc : Continuous (fun t : ℝ => rotatingState H E t (H z - (E : ℂ) • z)) :=
    continuous_iff_continuousAt.2 fun t => (hasDerivAt_rotatingState H E _ t).continuousAt
  have hI := intervalIntegral.integral_eq_sub_of_hasDerivAt (fun t _ => hF t)
    (hc.intervalIntegrable 0 T)
  have h0 : rotatingState H E 0 z = z := by simp [rotatingState, propagator]
  rw [timeAverage, hI, h0, ← smul_sub]

/-- An eigenvector at energy `E` is stationary in the frame rotating at `E`. -/
theorem rotatingState_eigenvector (H : V →L[ℂ] V) (E t : ℝ) (x : V)
    (hx : H x = (E : ℂ) • x) : rotatingState H E t x = x := by
  have hd : ∀ s : ℝ, HasDerivAt (fun s : ℝ => rotatingState H E s x) 0 s := fun s =>
    (hasDerivAt_rotatingState H E x s).congr_deriv (by simp [hx, rotatingState])
  have key := is_const_of_deriv_eq_zero (fun s => (hd s).differentiableAt)
    (fun s => (hd s).deriv) t 0
  have h0 : rotatingState H E 0 x = x := by simp [rotatingState, propagator]
  exact key.trans h0

/-- For an eigenvector at energy `E + g` and averaging time `T = π/g`, the average
has norm exactly `2‖x‖/(gT)`. -/
theorem timeAverage_sharp (H : V →L[ℂ] V) (E g : ℝ) (hg : 0 < g) (x : V)
    (hx : H x = ((E + g : ℝ) : ℂ) • x) :
    ‖timeAverage H E (Real.pi / g) x‖ = 2 * ‖x‖ / (g * (Real.pi / g)) := by
  have hgc : (g : ℂ) ≠ 0 := by exact_mod_cast hg.ne'
  obtain ⟨z, hz⟩ : ∃ z : V, z = (g : ℂ)⁻¹ • x := ⟨_, rfl⟩
  have hxz : x = (g : ℂ) • z := by rw [hz, smul_smul, mul_inv_cancel₀ hgc, one_smul]
  have hHz : H z = ((E + g : ℝ) : ℂ) • z := by rw [hz, map_smul, hx, smul_comm]
  have hs : H z - (E : ℂ) • z = x := by
    rw [hHz, hxz, ← sub_smul]; congr 1; push_cast; ring
  -- after half a beat period the excited component has changed sign
  have hphase : cexp (I * ((E + g : ℝ) : ℂ) * ((Real.pi / g : ℝ) : ℂ))
      = -cexp (I * E * ((Real.pi / g : ℝ) : ℂ)) := by
    have e : I * ((E + g : ℝ) : ℂ) * ((Real.pi / g : ℝ) : ℂ)
        = I * E * ((Real.pi / g : ℝ) : ℂ) + Real.pi * I := by
      push_cast; field_simp
    rw [e, Complex.exp_add, Complex.exp_pi_mul_I]; ring
  have hst := rotatingState_eigenvector H (E + g) (Real.pi / g) z hHz
  have hflip : rotatingState H E (Real.pi / g) z = -z := by
    rw [rotatingState, hphase, neg_smul] at hst
    exact neg_eq_iff_eq_neg.1 hst
  have hT : 0 < Real.pi / g := div_pos Real.pi_pos hg
  have h2 : -z - z = (-2 : ℂ) • z := by module
  have hnx : ‖x‖ = g * ‖z‖ := by
    rw [hxz, norm_smul, Complex.norm_real, Real.norm_of_nonneg hg.le]
  have h := timeAverage_shifted H E (Real.pi / g) z
  rw [hs, hflip, h2] at h
  rw [h, norm_smul, norm_smul, norm_smul, Real.norm_of_nonneg (inv_pos.2 hT).le, hnx,
    Complex.norm_I, norm_neg, Complex.norm_ofNat]
  field_simp

end Dynamics

variable [FiniteDimensional ℂ V]

/-- Let `H` be Hermitian and `g > 0`. If all other eigenvalues lie at least `g` from `E`, each `y`
orthogonal to the eigenspace of `E` is `(H - E)z` for some `z` with `g‖z‖ ≤ ‖y‖`. -/
theorem exists_reduced_resolvent (H : V →L[ℂ] V) (hH : (H : V →ₗ[ℂ] V).IsSymmetric)
    (E g : ℝ) (hg : 0 < g)
    (hgap : ∀ μ : ℝ, Module.End.HasEigenvalue (H : V →ₗ[ℂ] V) (μ : ℂ) → μ ≠ E → g ≤ |μ - E|)
    (y : V) (hy : y ∈ (Module.End.eigenspace (H : V →ₗ[ℂ] V) (E : ℂ))ᗮ) :
    ∃ z : V, H z - (E : ℂ) • z = y ∧ g * ‖z‖ ≤ ‖y‖ := by
  obtain ⟨b, lam, hb, hlam, hev⟩ :
      ∃ (b : OrthonormalBasis (Fin (Module.finrank ℂ V)) ℂ V)
        (lam : Fin (Module.finrank ℂ V) → ℝ),
        (∀ i, H (b i) = (lam i : ℂ) • b i) ∧
        (∀ v i, b.repr (H v) i = (lam i : ℂ) * b.repr v i) ∧
        ∀ i, Module.End.HasEigenvalue (H : V →ₗ[ℂ] V) (lam i : ℂ) :=
    ⟨hH.eigenvectorBasis rfl, hH.eigenvalues rfl,
      fun i => hH.apply_eigenvectorBasis rfl i,
      fun v i => hH.eigenvectorBasis_apply_self_apply rfl v i,
      fun i => hH.hasEigenvalue_eigenvalues rfl i⟩
  have hc : ∀ i, lam i = E → b.repr y i = 0 := by
    intro i h
    rw [b.repr_apply_apply]
    refine Submodule.inner_right_of_mem_orthogonal (Module.End.mem_eigenspace_iff.2 ?_) hy
    rw [← h]
    exact hb i
  -- divide each component with `lam i ≠ E` by the signed difference `lam i - E`
  obtain ⟨z, hz⟩ : ∃ z : V, ∀ i, b.repr z i = ((lam i - E : ℝ) : ℂ)⁻¹ * b.repr y i :=
    ⟨b.repr.symm (WithLp.toLp 2 fun i => ((lam i - E : ℝ) : ℂ)⁻¹ * b.repr y i),
      fun i => by simp⟩
  have hyz : ∀ i, b.repr y i = ((lam i - E : ℝ) : ℂ) * b.repr z i := by
    intro i
    by_cases h : lam i = E
    · rw [hc i h, h]; simp
    · have hne : ((lam i - E : ℝ) : ℂ) ≠ 0 := by exact_mod_cast sub_ne_zero.2 h
      rw [hz, ← mul_assoc, mul_inv_cancel₀ hne, one_mul]
  refine ⟨z, ?_, ?_⟩
  · apply b.repr.injective
    ext i
    have e : b.repr (H z - (E : ℂ) • z) i = b.repr (H z) i - (E : ℂ) * b.repr z i := by
      rw [map_sub, map_smul]; rfl
    rw [e, hlam, hyz]
    push_cast
    ring
  · refine (sq_le_sq₀ (by positivity) (norm_nonneg _)).1 ?_
    rw [mul_pow, ← b.repr.norm_map z, ← b.repr.norm_map y, EuclideanSpace.norm_sq_eq,
      EuclideanSpace.norm_sq_eq, Finset.mul_sum]
    refine Finset.sum_le_sum fun i _ => ?_
    by_cases h : lam i = E
    · rw [hz i, hc i h]; simp
    · have hgi := hgap (lam i) (hev i) h
      rw [hyz i, norm_mul, mul_pow, Complex.norm_real, Real.norm_eq_abs]
      gcongr

/-- Let `H` be Hermitian and `g, T > 0`. If all other eigenvalues lie at least `g` from `E`, the
time average over `[0, T]` differs from the projection onto the level `E` by at most `2‖x‖/(gT)`. -/
theorem isolated_level_filter (H : V →L[ℂ] V) (hH : (H : V →ₗ[ℂ] V).IsSymmetric)
    (E g T : ℝ) (hg : 0 < g) (hT : 0 < T)
    (hgap : ∀ μ : ℝ, Module.End.HasEigenvalue (H : V →ₗ[ℂ] V) (μ : ℂ) → μ ≠ E → g ≤ |μ - E|)
    (x : V) : ‖timeAverage H E T x - levelProjector H E x‖ ≤ 2 * ‖x‖ / (g * T) := by
  have : CompleteSpace V := FiniteDimensional.complete ℂ V
  have hpm : levelProjector H E x ∈ Module.End.eigenspace (H : V →ₗ[ℂ] V) (E : ℂ) :=
    Submodule.starProjection_apply_mem _ x
  have hym : x - levelProjector H E x ∈
      (Module.End.eigenspace (H : V →ₗ[ℂ] V) (E : ℂ))ᗮ :=
    Submodule.sub_starProjection_mem_orthogonal x
  generalize levelProjector H E x = p at hpm hym ⊢
  have hHp : H p = (E : ℂ) • p := Module.End.mem_eigenspace_iff.1 hpm
  obtain ⟨z, hz, hzn⟩ := exists_reduced_resolvent H hH E g hg hgap _ hym
  -- the part of `x` outside the level is no longer than `x`
  have hn := norm_add_sq (𝕜 := ℂ) p (x - p)
  rw [Submodule.inner_right_of_mem_orthogonal hpm hym, add_sub_cancel, map_zero] at hn
  have hyx : ‖x - p‖ ≤ ‖x‖ :=
    (sq_le_sq₀ (norm_nonneg _) (norm_nonneg _)).1 (by nlinarith [sq_nonneg ‖p‖])
  -- the level component passes through the average unchanged
  have hsplit : timeAverage H E T x = p + timeAverage H E T (x - p) := by
    have hr : ∀ t : ℝ, rotatingState H E t x = p + rotatingState H E t (x - p) := by
      intro t
      have h := rotatingState_eigenvector H E t p hHp
      have h' : rotatingState H E t (x - p)
          = rotatingState H E t x - rotatingState H E t p := by
        simp only [rotatingState, map_sub, smul_sub]
      rw [h', h, add_sub_cancel]
    have hc : Continuous (fun t : ℝ => rotatingState H E t (x - p)) :=
      continuous_iff_continuousAt.2 fun t => (hasDerivAt_rotatingState H E _ t).continuousAt
    simp only [timeAverage, hr]
    rw [intervalIntegral.integral_add (continuous_const.intervalIntegrable 0 T)
      (hc.intervalIntegrable 0 T), intervalIntegral.integral_const, sub_zero, smul_add,
      smul_smul, inv_mul_cancel₀ hT.ne', one_smul]
  have hrot : ‖rotatingState H E T z‖ = ‖z‖ := by
    have e : I * (E : ℂ) * (T : ℂ) = ((E * T : ℝ) : ℂ) * I := by push_cast; ring
    rw [rotatingState, norm_smul, norm_propagator H hH, e, Complex.norm_exp_ofReal_mul_I,
      one_mul]
  have hb : ‖rotatingState H E T z - z‖ ≤ 2 * ‖z‖ := by
    have h := norm_sub_le (rotatingState H E T z) z
    rw [hrot] at h
    linarith
  rw [hsplit, add_sub_cancel_left, ← hz, timeAverage_shifted, norm_smul, norm_smul,
    Complex.norm_I, one_mul, Real.norm_of_nonneg (inv_pos.2 hT).le]
  calc T⁻¹ * ‖rotatingState H E T z - z‖ ≤ T⁻¹ * (2 * ‖z‖) := by gcongr
    _ = 2 * (g * ‖z‖) / (g * T) := by field_simp
    _ ≤ 2 * ‖x‖ / (g * T) := by
      have h := hzn.trans hyx
      gcongr

/-- Let `H` be Hermitian and `g, T > 0`. If every eigenvalue other than `E₀` is at least `E₀ + g`,
the time average over `[0, T]` differs from the projection onto the level `E₀` by at most
`2‖x‖/(gT)`. -/
theorem ground_state_filter (H : V →L[ℂ] V) (hH : (H : V →ₗ[ℂ] V).IsSymmetric)
    (E₀ g T : ℝ) (hg : 0 < g) (hT : 0 < T)
    (hgap : ∀ μ : ℝ, Module.End.HasEigenvalue (H : V →ₗ[ℂ] V) (μ : ℂ) → μ ≠ E₀ → E₀ + g ≤ μ)
    (x : V) : ‖timeAverage H E₀ T x - levelProjector H E₀ x‖ ≤ 2 * ‖x‖ / (g * T) :=
  isolated_level_filter H hH E₀ g T hg hT
    (fun μ hμ hne => le_trans (by linarith [hgap μ hμ hne]) (le_abs_self (μ - E₀))) x

end

end RealTimeFilter
```

```lean
#print axioms RealTimeFilter.timeAverage_sharp
#print axioms RealTimeFilter.ground_state_filter
```

```
'RealTimeFilter.timeAverage_sharp' depends on axioms: [propext, Classical.choice, Quot.sound]
'RealTimeFilter.ground_state_filter' depends on axioms: [propext, Classical.choice, Quot.sound]
```

## What the theorems say about $H$, $E_0$ and $g$

`ground_state_filter` is the requested result. The state space `V` is a finite-dimensional complex inner product space, `H : V →L[ℂ] V` is a linear operator on it, and `hH` says that $\langle Hu,v\rangle=\langle u,Hv\rangle$, which is Hermiticity. The definitions `propagator`, `rotatingState` and `timeAverage` are $e^{-iHt}$, $R_tx$ and $A_Tx$, with the operator exponential and an ordinary integral over $[0,T]$.

`levelProjector` projects onto the whole eigenspace, so degeneracy is allowed. The hypothesis `hgap` is the spectral gap: every eigenvalue `μ` other than `E₀` satisfies `E₀ + g ≤ μ`. Quantifying over real `μ` loses nothing, since Hermitian operators have real eigenvalues. The gap is assumed; nothing in the file derives it from a particular Hamiltonian. Nor is `E₀` required to be an eigenvalue. If it is not, the projector is zero and the theorem bounds the average itself.

`isolated_level_filter` replaces the one-sided gap by `g ≤ |μ - E|`, so it also covers levels in the middle of the spectrum. `timeAverage_sharp` states that an eigenvector at $E+g$, averaged for $T=\pi/g$, has norm exactly $2\|x\|/(gT)$. For Hermitian $H$ such a vector has $Px=0$, so it attains the bound whenever all other eigenvalues lie at least $g$ from $E$, as in the two-level example.

For ground-state preparation by time evolution, the bound shows that $T=2/(g\varepsilon)$ suffices for an error $\varepsilon\|x\|$, in a finite-dimensional model with exact propagation, a continuous average and $E_0$ known exactly. The error is measured before the output is renormalised, so a small overlap $\|Px\|$ calls for a correspondingly smaller $\varepsilon$.

## How the proof follows the derivation

`propagator_comm` and `schrodinger` supply commutation with $H$ and the equation of motion. `norm_propagator` differentiates $\langle\psi,\psi\rangle$, uses `hH` to cancel the two terms, and concludes that a function with zero derivative is constant. `hasDerivAt_rotatingState` is the product rule for $R_tz$, and `timeAverage_shifted` applies the fundamental theorem of calculus to obtain the boundary term. `rotatingState_eigenvector` shows that the level component is stationary, again through a zero derivative.

`exists_reduced_resolvent` constructs $z$. It takes the eigenbasis from the spectral theorem, and its step `hc` shows that the components of $y$ at energy $E$ vanish. It then divides the others by `lam i - E` and compares the squared norms term by term.

In `isolated_level_filter`, `hyx` is the Pythagoras step, `hsplit` is $A_Tx=Px+A_Ty$, and `hb` is $\|R_Tz-z\|\le2\|z\|$. The closing `calc` chains the estimates. `ground_state_filter` then only converts the one-sided gap into a distance.

For `timeAverage_sharp`, the step `hphase` records that the relative phase after time $\pi/g$ is $-1$. Hence $R_Tz=-z$, and the boundary term has norm exactly $2\|z\|/T$, with $\|x\|=g\|z\|$.
